# A normalised eigenstate of the Hubbard dimer at nonzero hopping, with energy (U − √(U² + 16t²))/2

The Hubbard dimer here has two sites, one up and one down electron, and real parameters t and U of either sign. In the basis used, the first two configurations have both electrons on one site and the last two have one electron on each site. The Hamiltonian gives each doubly occupied configuration the energy U, and its matrix element between any doubly occupied and any singly occupied configuration is −t. All other entries are zero. The theorem `dimerState_spec` says that for t ≠ 0 the vector (−E, −E, 2t, 2t), divided by its length, has norm one and is an eigenvector of this 4 × 4 matrix with eigenvalue E = (U − √(U² + 16t²))/2. For the norm, the attempt computes the inner product of the undivided vector with itself and then divides by the squared length. For the eigenvalue equation, it compares amplitudes and uses E² = UE + 4t².

As first written in Lean, the proof fails:

```lean
import Mathlib

open Matrix Filter Topology

namespace HubbardHellmannFeynman

noncomputable section

variable {n : Type*} [Fintype n]

/-- The Hamiltonian `A + u B` with real coupling strength `u`. -/
def coupled (A B : Matrix n n ℂ) (u : ℝ) : Matrix n n ℂ := A + (u : ℂ) • B

/-- Hopping on two sites for one up and one down electron, in the basis
(both on site 1, both on site 2, up on 1 and down on 2, up on 2 and down on 1). -/
def hopping (t : ℝ) : Matrix (Fin 4) (Fin 4) ℂ :=
  !![0, 0, -(t : ℂ), -(t : ℂ); 0, 0, -(t : ℂ), -(t : ℂ);
     -(t : ℂ), -(t : ℂ), 0, 0; -(t : ℂ), -(t : ℂ), 0, 0]

/-- The number of doubly occupied sites of the dimer, in the same basis. -/
def doublons : Matrix (Fin 4) (Fin 4) ℂ :=
  !![1, 0, 0, 0; 0, 1, 0, 0; 0, 0, 0, 0; 0, 0, 0, 0]

/-- The dimer energy `(U - √(U² + 16 t²)) / 2`. -/
def dimerEnergy (t U : ℝ) : ℝ := (U - √(U ^ 2 + 16 * t ^ 2)) / 2

/-- The length of the unnormalised dimer vector. -/
def dimerNorm (t U : ℝ) : ℝ := √(2 * dimerEnergy t U ^ 2 + 8 * t ^ 2)

/-- The dimer state with amplitudes proportional to `(-E, -E, 2t, 2t)`, for `t ≠ 0`. -/
def dimerState (t U : ℝ) : Fin 4 → ℂ :=
  (dimerNorm t U : ℂ)⁻¹ •
    ![-(dimerEnergy t U : ℂ), -(dimerEnergy t U : ℂ), 2 * (t : ℂ), 2 * (t : ℂ)]

/-- The action of the Hubbard dimer Hamiltonian on the four amplitudes. -/
theorem dimer_action (t U : ℝ) (v : Fin 4 → ℂ) :
    coupled (hopping t) doublons U *ᵥ v =
      ![U * v 0 - t * (v 2 + v 3), U * v 1 - t * (v 2 + v 3),
        -(t * (v 0 + v 1)), -(t * (v 0 + v 1))] := by
  ext i
  fin_cases i <;>
    simp [coupled, hopping, doublons, Matrix.mulVec, dotProduct, Fin.sum_univ_four] <;> ring

/-- The dimer energy solves the quadratic equation `E² = U E + 4 t²`. -/
theorem dimerEnergy_sq (t U : ℝ) :
    dimerEnergy t U ^ 2 = U * dimerEnergy t U + 4 * t ^ 2 := by
  have h := Real.sq_sqrt (show 0 ≤ U ^ 2 + 16 * t ^ 2 by positivity)
  unfold dimerEnergy
  linear_combination h / 4

/-- For nonzero hopping the dimer state is normalised and is an eigenvector of the Hubbard
dimer Hamiltonian with the dimer energy. -/
theorem dimerState_spec {t : ℝ} (ht : t ≠ 0) (U : ℝ) :
    star (dimerState t U) ⬝ᵥ dimerState t U = 1 ∧
    coupled (hopping t) doublons U *ᵥ dimerState t U =
      (dimerEnergy t U : ℂ) • dimerState t U := by
  constructor
  · have hpos : 0 < 2 * dimerEnergy t U ^ 2 + 8 * t ^ 2 := by positivity
    have hN0 : (dimerNorm t U : ℂ) ≠ 0 := by
      exact_mod_cast (Real.sqrt_pos.mpr hpos).ne'
    have hN : (dimerNorm t U : ℂ) ^ 2 = 2 * (dimerEnergy t U : ℂ) ^ 2 + 8 * (t : ℂ) ^ 2 := by
      exact_mod_cast Real.sq_sqrt hpos.le
    have hin : star ![-(dimerEnergy t U : ℂ), -(dimerEnergy t U : ℂ), 2 * (t : ℂ), 2 * (t : ℂ)]
        ⬝ᵥ ![-(dimerEnergy t U : ℂ), -(dimerEnergy t U : ℂ), 2 * (t : ℂ), 2 * (t : ℂ)]
        = (dimerNorm t U : ℂ) ^ 2 := by
      rw [hN]
      simp [dotProduct, Fin.sum_univ_four]
      ring
    have hstar : star ((dimerNorm t U : ℂ)⁻¹) = (dimerNorm t U : ℂ)⁻¹ := by simp
    rw [dimerState, star_smul, smul_dotProduct, dotProduct_smul, hin, hstar, smul_eq_mul,
      smul_eq_mul]
    field_simp
  · have hE : (dimerEnergy t U : ℂ) ^ 2 = U * dimerEnergy t U + 4 * (t : ℂ) ^ 2 := by
      exact_mod_cast dimerEnergy_sq t U
    rw [dimerState, Matrix.mulVec_smul, smul_comm, dimer_action]
    congr 1
    ext i
    fin_cases i
    · show (U : ℂ) * -(dimerEnergy t U : ℂ) - t * (2 * t + 2 * t)
        = dimerEnergy t U * -(dimerEnergy t U : ℂ)
      linear_combination hE
    · show (U : ℂ) * -(dimerEnergy t U : ℂ) - t * (2 * t + 2 * t)
        = dimerEnergy t U * -(dimerEnergy t U : ℂ)
      linear_combination hE
    · show -((t : ℂ) * (-(dimerEnergy t U : ℂ) + -(dimerEnergy t U : ℂ)))
        = dimerEnergy t U * (2 * t)
      ring
    · show -((t : ℂ) * (-(dimerEnergy t U : ℂ) + -(dimerEnergy t U : ℂ)))
        = dimerEnergy t U * (2 * t)
      ring

end

end HubbardHellmannFeynman
```

Lean reports:

```
Try this:
  [apply] ring_nf
  
  The `ring` tactic failed to close the goal. Use `ring_nf` to obtain a normal form.
    
  Note that `ring` works primarily in *commutative* rings. If you have a noncommutative ring, abelian group or module, consider using `noncomm_ring`, `abel` or `module` instead.
Main.lean:65:37: error: unsolved goals
t : ℝ
ht : t ≠ 0
U : ℝ
hpos : 0 < 2 * dimerEnergy t U ^ 2 + 8 * t ^ 2
hN0 : ↑(dimerNorm t U) ≠ 0
hN : ↑(dimerNorm t U) ^ 2 = 2 * ↑(dimerEnergy t U) ^ 2 + 8 * ↑t ^ 2
⊢ ↑(dimerEnergy t U) ^ 2 * 2 + (starRingEnd ℂ) 2 * ↑t ^ 2 * 4 = ↑(dimerEnergy t U) ^ 2 * 2 + ↑t ^ 2 * 8
```

Diagnosis. The error is in `hin`, the step that computes the inner product of the undivided vector with itself. The inner product conjugates the entries 2t, and after `simp` the goal still contains `(starRingEnd ℂ) 2`, the complex conjugate of the number 2. This equals 2, but `ring` does not know that: it treats the expression as an unknown quantity. It therefore cannot match `(starRingEnd ℂ) 2 * ↑t ^ 2 * 4` with `↑t ^ 2 * 8`. The "Try this" message reports that `ring` failed to close the goal, and the error shows the equation left over.

The repair first proves the missing fact as `h2`, using `map_ofNat`, which says that a ring homomorphism such as conjugation preserves numerals. It then replaces `ring` with `linear_combination 4 * (t : ℂ) ^ 2 * h2`. Multiplying `h2` by 4t² gives exactly the equality between the two unmatched terms, and what remains is an identity that ring arithmetic can prove.

This version goes through:

```diff
@@ -64,7 +64,8 @@
         ⬝ᵥ ![-(dimerEnergy t U : ℂ), -(dimerEnergy t U : ℂ), 2 * (t : ℂ), 2 * (t : ℂ)]
         = (dimerNorm t U : ℂ) ^ 2 := by
+      have h2 : (starRingEnd ℂ) 2 = 2 := map_ofNat (starRingEnd ℂ) 2
       rw [hN]
       simp [dotProduct, Fin.sum_univ_four]
-      ring
+      linear_combination 4 * (t : ℂ) ^ 2 * h2
     have hstar : star ((dimerNorm t U : ℂ)⁻¹) = (dimerNorm t U : ℂ)⁻¹ := by simp
     rw [dimerState, star_smul, smul_dotProduct, dotProduct_smul, hin, hstar, smul_eq_mul,
```
